# For a finite distribution on a line, the periodic Boys and logarithmic spreads tend to the variance as the wave number vanishes

Boys localisation makes orbitals compact by minimising the sum of their position variances. In a periodic cell of length \(L\), the coordinate \(x\) jumps at the boundary, so the spread is computed from the expectation value of \(e^{igx}\) with \(g=2\pi/L\), which has no jump. How far is such a spread from the ordinary variance, and does the difference vanish in a large cell?

## One orbital as weighted points

The density of one orbital is represented by probabilities \(p_j\) at finitely many real positions \(x_j\). In Lean, `p` and `x` are real functions on a finite index type `ι`. The conditions \(p_j\ge 0\) and \(\sum_j p_j=1\), which say that the density is nonnegative and normalised, enter as the hypotheses `hp` and `hs` of the theorems.

```lean
import Mathlib

open Filter Topology

namespace PeriodicBoys

noncomputable section

variable {ι : Type*} [Fintype ι]
```

The expectation value of \(e^{igx}\) is called the amplitude here; in probability theory it is the characteristic function:

\[ z(g)=\sum_j p_j e^{igx_j}. \]

```lean
/-- The amplitude `z(g) = ∑ p_j exp(i g x_j)` of a distribution `p` over positions `x`. -/
def amplitude (p x : ι → ℝ) (g : ℝ) : ℂ :=
  ∑ j, (p j : ℂ) * Complex.exp (((g * x j : ℝ) : ℂ) * Complex.I)
```

The mean position is \(\mu=\sum_j p_jx_j\).

```lean
/-- The mean position. -/
def mean (p x : ι → ℝ) : ℝ := ∑ j, p j * x j
```

The variance is \(\sigma^2=\sum_j p_j(x_j-\mu)^2\), this orbital's term in the ordinary Boys functional.

```lean
/-- The variance of the position, the spread in the ordinary Boys functional. -/
def variance (p x : ι → ℝ) : ℝ := ∑ j, p j * (x j - mean p x) ^ 2
```

The periodic Boys spread is \(B(g)=(1-|z(g)|^2)/g^2\).

```lean
/-- The periodic Boys spread `(1 - |z(g)|²) / g²`, meant for `g ≠ 0`. -/
def boysSpread (p x : ι → ℝ) (g : ℝ) : ℝ := (1 - ‖amplitude p x g‖ ^ 2) / g ^ 2
```

The logarithmic spread is \(\Lambda(g)=-\log(|z(g)|^2)/g^2\). It diverges physically where \(z(g)=0\), whereas Lean's convention \(\log 0=0\) gives zero there; the limit below stays away from such points.

```lean
/-- The logarithmic spread `-log(|z(g)|²) / g²`, meant for `g ≠ 0` and `z(g) ≠ 0`. -/
def logSpread (p x : ι → ℝ) (g : ℝ) : ℝ := -Real.log (‖amplitude p x g‖ ^ 2) / g ^ 2
```

## Both quantities as sums over pairs

The real and imaginary parts of \(z\) are \(\sum_j p_j\cos(gx_j)\) and \(\sum_j p_j\sin(gx_j)\). Squaring, adding and using the cosine of a difference gives

\[ |z(g)|^2=\sum_{j,k}p_jp_k\cos\big(g(x_j-x_k)\big). \]

The proof computes the two parts as `hre` and `him`, then compares the double sums term by term.

```lean
/-- The squared modulus of the amplitude is a sum of cosines over pairs of positions. -/
theorem norm_sq_amplitude (p x : ι → ℝ) (g : ℝ) :
    ‖amplitude p x g‖ ^ 2 = ∑ j, ∑ k, p j * p k * Real.cos (g * (x j - x k)) := by
  have hre : (amplitude p x g).re = ∑ j, p j * Real.cos (g * x j) := by
    simp only [amplitude, Complex.re_sum, Complex.re_ofReal_mul, Complex.exp_ofReal_mul_I_re]
  have him : (amplitude p x g).im = ∑ j, p j * Real.sin (g * x j) := by
    simp only [amplitude, Complex.im_sum, Complex.im_ofReal_mul, Complex.exp_ofReal_mul_I_im]
  rw [Complex.sq_norm, Complex.normSq_apply, hre, him, Finset.sum_mul_sum,
    Finset.sum_mul_sum, ← Finset.sum_add_distrib]
  refine Finset.sum_congr rfl fun j _ => ?_
  rw [← Finset.sum_add_distrib]
  refine Finset.sum_congr rfl fun k _ => ?_
  rw [mul_sub, Real.cos_sub]
  ring
```

For the variance, write \(d_j=x_j-\mu\). Then \((x_j-x_k)^2=d_j^2+d_k^2-2d_jd_k\). Since \(\sum_j p_j=1\), also \(\sum_j p_jd_j=0\), which is `h0`. The cross term vanishes, and

\[ \sum_{j,k}p_jp_k(x_j-x_k)^2=2\sigma^2. \]

```lean
/-- For weights of total one, the mean squared distance of two independent positions is
twice the variance. -/
theorem pair_variance (p x : ι → ℝ) (hs : ∑ j, p j = 1) :
    ∑ j, ∑ k, p j * p k * (x j - x k) ^ 2 = 2 * variance p x := by
  have h0 : ∑ j, p j * (x j - mean p x) = 0 := by
    simp only [mul_sub, Finset.sum_sub_distrib, ← Finset.sum_mul, hs, one_mul]
    exact sub_self _
  -- distances are measured from the mean, so that the cross term vanishes
  calc ∑ j, ∑ k, p j * p k * (x j - x k) ^ 2
      = ∑ j, ∑ k, (p j * (x j - mean p x) ^ 2 * p k + p j * (p k * (x k - mean p x) ^ 2)
          - 2 * (p j * (x j - mean p x) * (p k * (x k - mean p x)))) :=
        Finset.sum_congr rfl fun j _ => Finset.sum_congr rfl fun k _ => by ring
    _ = (∑ j, p j * (x j - mean p x) ^ 2) * (∑ k, p k)
        + (∑ j, p j) * (∑ k, p k * (x k - mean p x) ^ 2)
        - 2 * ((∑ j, p j * (x j - mean p x)) * (∑ k, p k * (x k - mean p x))) := by
        rw [Finset.sum_mul_sum, Finset.sum_mul_sum, Finset.sum_mul_sum]
        simp only [Finset.sum_sub_distrib, Finset.sum_add_distrib, Finset.mul_sum]
    _ = 2 * variance p x := by
        rw [h0, hs]
        unfold variance
        ring
```

## The error of the harmonic cosine

Comparing the two pair sums requires a bound on the cosine's Taylor remainder for every real argument. It comes from repeated use of one fact: a function that is zero at \(t=0\) and has a nonnegative derivative for \(t\ge0\) is nonnegative for \(t\ge0\).

```lean
/-- A function that is differentiable on the whole real line, vanishes at zero and has nonnegative
derivative on the half-line `t ≥ 0` is nonnegative there. -/
theorem nonneg_of_deriv {f f' : ℝ → ℝ} (hf : ∀ t, HasDerivAt f (f' t) t) (h0 : f 0 = 0)
    (h : ∀ t, 0 ≤ t → 0 ≤ f' t) (t : ℝ) (ht : 0 ≤ t) : 0 ≤ f t := by
  have hm : MonotoneOn f (Set.Ici 0) :=
    monotoneOn_of_deriv_nonneg (convex_Ici 0)
      (fun s _ => (hf s).continuousAt.continuousWithinAt)
      (fun s _ => (hf s).differentiableAt.differentiableWithinAt)
      (fun s hs => by rw [(hf s).deriv]; exact h s (interior_subset hs))
  have h1 := hm (Set.mem_Ici.2 le_rfl) (Set.mem_Ici.2 ht) ht
  rwa [h0] at h1
```

Mathlib supplies \(\cos t\ge 1-t^2/2\). The left side minus the right is the derivative of \(\sin t-(t-t^3/6)\), so this function is nonnegative for \(t\ge0\); that is `hsin`. It is in turn the derivative of \(t^4/24-t^2/2-(\cos t-1)\), which is therefore nonnegative too; that is `hcos`. Since the cosine is even, for all real \(t\)

\[ 0\le \cos t-\Big(1-\frac{t^2}{2}\Big)\le\frac{t^4}{24}. \]

The theorem states this as a bound on the absolute value.

```lean
/-- The harmonic approximation of the cosine has an error of at most `t⁴/24` for all real `t`. -/
theorem cos_harmonic_error (t : ℝ) : |Real.cos t - (1 - t ^ 2 / 2)| ≤ t ^ 4 / 24 := by
  have hsin := nonneg_of_deriv (f := fun s => Real.sin s - (s - s ^ 3 / 6))
    (f' := fun s => Real.cos s - (1 - s ^ 2 / 2))
    (fun s => ((Real.hasDerivAt_sin s).fun_sub ((hasDerivAt_id' s).fun_sub
      ((hasDerivAt_pow 3 s).div_const 6))).congr_deriv (by norm_num; ring))
    (by simp) (fun s _ => sub_nonneg.2 (Real.one_sub_sq_div_two_le_cos))
  have hcos := nonneg_of_deriv (f := fun s => s ^ 4 / 24 - s ^ 2 / 2 - (Real.cos s - 1))
    (f' := fun s => Real.sin s - (s - s ^ 3 / 6))
    (fun s => ((((hasDerivAt_pow 4 s).div_const 24).fun_sub
      ((hasDerivAt_pow 2 s).div_const 2)).fun_sub
      ((Real.hasDerivAt_cos s).sub_const 1)).congr_deriv (by norm_num; ring))
    (by simp) hsin |t| (abs_nonneg t)
  have h4 : |t| ^ 4 = t ^ 4 := by rw [← abs_pow, abs_of_nonneg (by positivity)]
  simp only [Real.cos_abs, sq_abs, h4] at hcos
  have hlow := Real.one_sub_sq_div_two_le_cos (x := t)
  rw [abs_of_nonneg (by linarith)]
  linarith
```

## How far the periodic spread is from the variance

Let \(r(t)=\cos t-1+t^2/2\) and \(S=\sum_{j,k}p_jp_k\,r(g(x_j-x_k))\). The two pair formulas give \(S=|z(g)|^2-1+g^2\sigma^2\), so for \(g\ne0\)

\[ B(g)-\sigma^2=-\frac{S}{g^2},\qquad |B(g)-\sigma^2|\le\frac{g^2}{24}\sum_{j,k}p_jp_k(x_j-x_k)^4. \]

The steps `hsplit` and `hdiff` are the two identities. The final `calc` applies the cosine bound to each pair, where \(p_jp_k\ge0\) lets the weight pass through the absolute value.

```lean
/-- For probabilities `p` and `g ≠ 0`, the periodic Boys spread differs from the variance by at
most `g²/24` times the mean fourth power of the distance of two independent positions. -/
theorem boysSpread_error (p x : ι → ℝ) (hp : ∀ j, 0 ≤ p j) (hs : ∑ j, p j = 1)
    {g : ℝ} (hg : g ≠ 0) :
    |boysSpread p x g - variance p x|
      ≤ g ^ 2 / 24 * ∑ j, ∑ k, p j * p k * (x j - x k) ^ 4 := by
  have hg2 : 0 < g ^ 2 := by positivity
  set S := ∑ j, ∑ k, p j * p k *
    (Real.cos (g * (x j - x k)) - (1 - (g * (x j - x k)) ^ 2 / 2)) with hS
  have h1 : ∑ j, ∑ k, p j * p k = 1 := by rw [← Finset.sum_mul_sum, hs, one_mul]
  have hsplit : S = ∑ j, ∑ k, p j * p k * Real.cos (g * (x j - x k)) - ∑ j, ∑ k, p j * p k
      + g ^ 2 / 2 * ∑ j, ∑ k, p j * p k * (x j - x k) ^ 2 := by
    simp only [hS, Finset.mul_sum, ← Finset.sum_sub_distrib, ← Finset.sum_add_distrib]
    exact Finset.sum_congr rfl fun j _ => Finset.sum_congr rfl fun k _ => by ring
  rw [← norm_sq_amplitude, h1, pair_variance p x hs] at hsplit
  have hdiff : boysSpread p x g - variance p x = -S / g ^ 2 := by
    rw [eq_div_iff hg2.ne', boysSpread, sub_mul, div_mul_cancel₀ _ hg2.ne']
    linarith
  rw [hdiff, abs_div, abs_neg, abs_of_pos hg2, div_le_iff₀ hg2]
  -- the harmonic error is summed over pairs
  calc |S| ≤ ∑ j, ∑ k, p j * p k * ((g * (x j - x k)) ^ 4 / 24) := by
        refine (Finset.abs_sum_le_sum_abs _ _).trans (Finset.sum_le_sum fun j _ => ?_)
        refine (Finset.abs_sum_le_sum_abs _ _).trans (Finset.sum_le_sum fun k _ => ?_)
        have hjk := mul_nonneg (hp j) (hp k)
        rw [abs_mul, abs_of_nonneg hjk]
        exact mul_le_mul_of_nonneg_left (cos_harmonic_error _) hjk
    _ = g ^ 2 / 24 * (∑ j, ∑ k, p j * p k * (x j - x k) ^ 4) * g ^ 2 := by
        simp only [Finset.mul_sum, Finset.sum_mul]
        exact Finset.sum_congr rfl fun j _ => Finset.sum_congr rfl fun k _ => by ring
```

The same argument gives a neighbouring inequality, noted here without a Lean theorem of its own: since \(r\ge0\), also \(S\ge0\), and hence \(B(g)\le\sigma^2\) for every \(g\ne0\).

## The limit of both spreads

The error bound tends to zero with \(g\), so \(B(g)\to\sigma^2\). For the logarithm, put \(u=|z(g)|^2\), which tends to 1 and is therefore positive for small \(g\). From \(1-1/u\le\log u\le u-1\) it follows that

\[ 1-u\le-\log u\le\frac{1-u}{u},\qquad B(g)\le\Lambda(g)\le\frac{B(g)}{|z(g)|^2}. \]

Both outer quantities tend to \(\sigma^2\), and so does \(\Lambda(g)\). In the Lean statement, `𝓝[≠] 0` means that \(g\) approaches zero through nonzero values. The facts `hB` and `hQ` are the limits of the outer quantities, and the two `filter_upwards` blocks prove the inequalities.

```lean
/-- For probabilities `p`, the periodic Boys spread and the logarithmic spread both tend to the
variance as `g` tends to zero through nonzero values. -/
theorem spreads_tendsto_variance (p x : ι → ℝ) (hp : ∀ j, 0 ≤ p j) (hs : ∑ j, p j = 1) :
    Tendsto (boysSpread p x) (𝓝[≠] 0) (𝓝 (variance p x)) ∧
    Tendsto (logSpread p x) (𝓝[≠] 0) (𝓝 (variance p x)) := by
  have hB : Tendsto (boysSpread p x) (𝓝[≠] 0) (𝓝 (variance p x)) := by
    rw [tendsto_iff_norm_sub_tendsto_zero]
    refine squeeze_zero' (Eventually.of_forall fun g => norm_nonneg _)
      (eventually_nhdsWithin_of_forall fun g hg => boysSpread_error p x hp hs hg) ?_
    have hc : Continuous fun g : ℝ =>
        g ^ 2 / 24 * ∑ j, ∑ k, p j * p k * (x j - x k) ^ 4 := by fun_prop
    exact (hc.tendsto' 0 0 (by simp)).mono_left nhdsWithin_le_nhds
  have hN : Tendsto (fun g => ‖amplitude p x g‖ ^ 2) (𝓝[≠] 0) (𝓝 1) := by
    have hc : Continuous fun g => ‖amplitude p x g‖ ^ 2 := by
      unfold amplitude
      fun_prop
    refine (hc.tendsto' 0 1 ?_).mono_left nhdsWithin_le_nhds
    simp only [norm_sq_amplitude, zero_mul, Real.cos_zero, mul_one]
    rw [← Finset.sum_mul_sum, hs, one_mul]
  have hpos : ∀ᶠ g in 𝓝[≠] (0 : ℝ), 0 < ‖amplitude p x g‖ ^ 2 :=
    hN.eventually (lt_mem_nhds one_pos)
  have hQ : Tendsto (fun g => boysSpread p x g / ‖amplitude p x g‖ ^ 2) (𝓝[≠] 0)
      (𝓝 (variance p x)) := by
    have h := hB.div hN one_ne_zero
    rw [div_one] at h
    exact h
  -- `-log(|z|²)` lies between `1 - |z|²` and `(1 - |z|²) / |z|²` when `z ≠ 0`
  refine ⟨hB, tendsto_of_tendsto_of_tendsto_of_le_of_le' hB hQ ?_ ?_⟩
  · filter_upwards [hpos] with g hz
    have hl := Real.log_le_sub_one_of_pos hz
    exact div_le_div_of_nonneg_right (by linarith) (sq_nonneg g)
  · filter_upwards [hpos] with g hz
    have hl := Real.one_sub_inv_le_log_of_pos hz
    have he : (1 - ‖amplitude p x g‖ ^ 2) / ‖amplitude p x g‖ ^ 2
        = (‖amplitude p x g‖ ^ 2)⁻¹ - 1 := by
      rw [sub_div, div_self hz.ne', one_div]
    rw [boysSpread, div_right_comm, he]
    exact div_le_div_of_nonneg_right (by linarith) (sq_nonneg g)
```

Setting \(g=2\pi/L\) turns this into a statement about large cells: \(g\) is nonzero for \(L>0\) and tends to zero as \(L\to\infty\), so the previous theorem can be composed with this function of \(L\).

```lean
/-- For fixed probabilities and positions, both spreads at `g = 2π/L` tend to the variance as
the cell length `L` grows. -/
theorem large_cell_limit (p x : ι → ℝ) (hp : ∀ j, 0 ≤ p j) (hs : ∑ j, p j = 1) :
    Tendsto (fun L : ℝ => boysSpread p x (2 * Real.pi / L)) atTop (𝓝 (variance p x)) ∧
    Tendsto (fun L : ℝ => logSpread p x (2 * Real.pi / L)) atTop (𝓝 (variance p x)) := by
  have hg : Tendsto (fun L : ℝ => 2 * Real.pi / L) atTop (𝓝[≠] 0) := by
    refine tendsto_nhdsWithin_iff.2 ⟨?_, ?_⟩
    · simpa [div_eq_mul_inv] using
        (tendsto_inv_atTop_zero (𝕜 := ℝ)).const_mul (2 * Real.pi)
    · filter_upwards [eventually_gt_atTop (0 : ℝ)] with L hL
      exact (div_pos Real.two_pi_pos hL).ne'
  obtain ⟨hB, hL⟩ := spreads_tendsto_variance p x hp hs
  exact ⟨hB.comp hg, hL.comp hg⟩
```

For one orbital in one dimension, modelled by fixed weighted points, these two periodic localisation measures thus recover the ordinary Boys spread in a large cell. A real calculation has several orbitals in three dimensions, with continuous densities that change as the cell grows; that case is not treated here.

The distribution could also have been modelled as a probability measure on the line, with integrals in place of sums. The error estimate would then require a finite fourth moment to say anything, while a finite variance would suffice for the limits.

## A logarithmic spread above the variance

The logarithmic spread need not stay below \(\sigma^2\). Take probabilities \(1/2\) at \(x=1\) and \(x=-1\), so that \(\mu=0\) and \(\sigma^2=1\). Then \(z(g)=\cos g\), and at \(g=\pi/3\), that is \(L=6\), one has \(|z|^2=1/4\) and

\[ \Lambda(\pi/3)=\frac{9\cdot 2\log2}{\pi^2}\approx1.26>1. \]

Lean writes the two-site lists as `![1 / 2, 1 / 2]` and `![1, -1]`. It obtains \(|z|^2\) from the pair formula and settles the inequality with numerical bounds on \(\log2\) and \(\pi\).

```lean
/-- For two equally occupied sites at `1` and `-1` the variance is one, and the logarithmic
spread at `g = π/3` exceeds it. -/
theorem logSpread_exceeds_variance :
    variance ![1 / 2, 1 / 2] ![1, -1] = 1 ∧
    1 < logSpread ![1 / 2, 1 / 2] ![1, -1] (Real.pi / 3) := by
  constructor
  · norm_num [variance, mean, Fin.sum_univ_two]
  · have hc : Real.cos (Real.pi / 3 * (1 - -1)) = -1 / 2 := by
      rw [show Real.pi / 3 * (1 - -1) = 2 * (Real.pi / 3) by ring, Real.cos_two_mul,
        Real.cos_pi_div_three]
      norm_num
    have hc' : Real.cos (Real.pi / 3 * (-1 - 1)) = -1 / 2 := by
      rw [show Real.pi / 3 * (-1 - 1) = -(Real.pi / 3 * (1 - -1)) by ring, Real.cos_neg, hc]
    have hz : ‖amplitude ![1 / 2, 1 / 2] ![1, -1] (Real.pi / 3)‖ ^ 2 = ((2 : ℝ) ^ 2)⁻¹ := by
      rw [norm_sq_amplitude]
      simp only [Fin.sum_univ_two, Matrix.cons_val_zero, Matrix.cons_val_one, hc, hc',
        sub_self, mul_zero, Real.cos_zero]
      norm_num
    have hlog : Real.log ((2 : ℝ) ^ 2) = 2 * Real.log 2 := by
      rw [Real.log_pow]
      norm_num
    rw [logSpread, hz, Real.log_inv, neg_neg, hlog, lt_div_iff₀ (by positivity)]
    nlinarith [Real.log_two_gt_d9, Real.pi_lt_d2, Real.pi_pos]

end

end PeriodicBoys
```

```lean
#print axioms PeriodicBoys.spreads_tendsto_variance
-- 'PeriodicBoys.spreads_tendsto_variance' depends on axioms: [propext, Classical.choice, Quot.sound]
#print axioms PeriodicBoys.large_cell_limit
-- 'PeriodicBoys.large_cell_limit' depends on axioms: [propext, Classical.choice, Quot.sound]
#print axioms PeriodicBoys.logSpread_exceeds_variance
-- 'PeriodicBoys.logSpread_exceeds_variance' depends on axioms: [propext, Classical.choice, Quot.sound]
```
